# In particle-particle RPA, the chemical potential moves every root by −2μ and leaves the correlation energy unchanged

**Q:** The pp-RPA correlation energy sums "the addition roots". Before I believe any theorem about that sum, I want to know how a root is declared an addition root. By its position relative to the chemical potential?

**A:** No, by the norm of its eigenvector. Write \(p\) for the set of particle pairs and \(h\) for the set of hole pairs. The metric \(W\) is \(+1\) on \(p\) and \(-1\) on \(h\). An addition mode has \(z^*Wz=+1\), a removal mode has \(z^*Wz=-1\), and neither condition mentions the chemical potential \(\mu\). The theorems about the energy assume a complete set of such normalised modes.

```lean
import Mathlib

open Matrix
open scoped ComplexOrder

namespace ParticleParticleRPA

noncomputable section

variable {p h : Type*} [Fintype p] [Fintype h] [DecidableEq p] [DecidableEq h]

/-- The metric `W`: `+1` on particle pairs and `-1` on hole pairs. -/
def metric (p h : Type*) [DecidableEq p] [DecidableEq h] : Matrix (p ⊕ h) (p ⊕ h) ℂ :=
  fromBlocks 1 0 0 (-1)
```

**Q:** And selecting by position would have been different?

**A:** Yes. Suppose addition roots were defined as those above \(2\mu\). The selection would then change whenever \(2\mu\) crossed a root, and the energy computed from the shifted roots and \(A-2\mu\) would be independent of \(\mu\) only while the number of selected roots equals the dimension of \(A\). With selection by norm, the energy statement holds for every real \(\mu\), and the position of the roots becomes a conclusion, drawn under a stability condition.

**Q:** What is the matrix?

**A:** It is

\[
M(\mu)=\begin{pmatrix}A-2\mu & B\\ B^\dagger & C+2\mu\end{pmatrix}.
\]

\(A\) acts on particle pairs, \(C\) on hole pairs, and \(B\) couples them. The factor 2 is there because a pair carries two electrons. The roots \(w\) are the eigenvalues of \(WM(0)\). An addition root approximates \(E_\nu(N+2)-E_0(N)\) and a removal root \(E_0(N)-E_\nu(N-2)\), where \(E_0(N)\) is the ground-state energy of \(N\) electrons and \(\nu\) labels the ground or an excited state of the system with two electrons more or fewer.

```lean
/-- The pp-RPA matrix `M(μ)` with diagonal blocks `A - 2μ` and `C + 2μ` and coupling `B`. -/
def ppMatrix (A : Matrix p p ℂ) (B : Matrix p h ℂ) (C : Matrix h h ℂ) (μ : ℝ) :
    Matrix (p ⊕ h) (p ⊕ h) ℂ :=
  fromBlocks (A - (2 * (μ : ℂ)) • 1) B Bᴴ (C + (2 * (μ : ℂ)) • 1)
```

**Q:** Where are the orbital energies and the two-electron integrals?

**A:** They are not in the model. `A`, `B` and `C` are arbitrary finite complex matrices, so the results apply to whatever approximation fills the blocks, but nothing is said about how good it is. The index types `p` and `h` are finite, so a continuum of pairs is not covered either.

The next three definitions are the signed norm, the energy and the set of modes. In Lean, `Sum.inl i` is a particle pair and `Sum.inr a` a hole pair, so \(a\) labels holes here, against the usual orbital convention. The signed norm is

\[
s(z)=\sum_{i\in p}|z_i|^2-\sum_{a\in h}|z_a|^2 ,
\]

and the energy is \(E_c=\sum_{i\in p}w_i-\operatorname{Tr}A\).

```lean
/-- The weight of `z` on particle pairs minus its weight on hole pairs. -/
def signedNorm (z : p ⊕ h → ℂ) : ℝ :=
  ∑ i, Complex.normSq (z (Sum.inl i)) - ∑ a, Complex.normSq (z (Sum.inr a))

/-- The sum of `w` over the particle pairs minus the trace of `A`. This is the pp-RPA correlation
energy when `w` lists the addition roots. -/
def ppEnergy (A : Matrix p p ℂ) (w : p → ℂ) : ℂ := ∑ i, w i - trace A

/-- The columns of `Z` are eigenvectors of `W M` with roots `w`, orthonormal in the metric `W`;
addition modes are labelled by `p` and removal modes by `h`. -/
structure IsModes (M : Matrix (p ⊕ h) (p ⊕ h) ℂ) (w : p ⊕ h → ℂ)
    (Z : Matrix (p ⊕ h) (p ⊕ h) ℂ) : Prop where
  eigen : metric p h * M * Z = Z * diagonal w
  normalized : Zᴴ * metric p h * Z = metric p h
```

**Q:** `IsModes` packs a lot into two lines.

**A:** It collects the eigenvectors as columns of a square matrix \(Z\) and demands \(WMZ=Z\,\mathrm{diag}(w)\) and \(Z^\dagger WZ=W\). The second equation gives each column norm \(\pm1\) and makes different columns orthogonal in the metric. That such a \(Z\) exists is a hypothesis, not something derived from the blocks. The roots are typed as complex numbers, but if \(A\) and \(C\) are Hermitian, the two equations already force them to be real: an eigenvector with a non-real root would have \(z^*Wz=0\) and could not be normalised.

**Q:** Then show me the shift by hand.

**A:** Since \(W\) has entries \(\pm1\) on its diagonal, \(W^2=1\). The chemical potential enters with opposite signs in the two diagonal blocks, which is exactly the pattern of \(W\):

\[
M(\mu)=M(0)-2\mu W,\qquad WM(\mu)=WM(0)-2\mu W^2=WM(0)-2\mu .
\]

Subtracting a multiple of the identity changes no eigenvector, so

\[
WM(\mu)z=(w-2\mu)z\iff WM(0)z=wz .
\]

The three lemmas follow this line. `metric_mul_ppMatrix` checks \(M(\mu)=M(0)-2\mu W\) block by block and then multiplies by \(W\). `eigenvector_shift` cancels \(2\mu z\) from both sides.

```lean
/-- The metric squares to the identity. -/
theorem metric_sq : metric p h * metric p h = 1 := by
  simp [metric, fromBlocks_multiply]

/-- The chemical potential enters `W M(μ)` as a multiple of the identity. -/
theorem metric_mul_ppMatrix (A : Matrix p p ℂ) (B : Matrix p h ℂ) (C : Matrix h h ℂ) (μ : ℝ) :
    metric p h * ppMatrix A B C μ
      = metric p h * ppMatrix A B C 0 - (2 * (μ : ℂ)) • 1 := by
  have hM : ppMatrix A B C μ = ppMatrix A B C 0 - (2 * (μ : ℂ)) • metric p h := by
    ext (i | i) (j | j) <;> simp [ppMatrix, metric]
  rw [hM, Matrix.mul_sub, Matrix.mul_smul, metric_sq]

/-- A vector is an eigenvector of `W M(μ)` with root `w - 2μ` exactly when it is an eigenvector
of `W M(0)` with root `w`. -/
theorem eigenvector_shift (A : Matrix p p ℂ) (B : Matrix p h ℂ) (C : Matrix h h ℂ) (μ : ℝ)
    (w : ℂ) (z : p ⊕ h → ℂ) :
    (metric p h * ppMatrix A B C μ) *ᵥ z = (w - 2 * μ) • z ↔
      (metric p h * ppMatrix A B C 0) *ᵥ z = w • z := by
  rw [metric_mul_ppMatrix, sub_mulVec, smul_mulVec, one_mulVec, sub_smul, sub_left_inj]
```

**Q:** The sign rule worries me more. \(WM\) need not be Hermitian, so why should its roots be real?

**A:** Positive definiteness of \(M(\mu)\), which is assumed for this part, guarantees it even without a complete set of normalised modes. For a Hartree–Fock reference with the corresponding pp-RPA blocks, this condition says that the reference state is stable against pair fluctuations, those that mix in states with two electrons more or fewer, at that chemical potential. First, \(z^*Wz=s(z)\) is a real number:

```lean
/-- The quadratic form `z* W z` is the particle weight minus the hole weight. -/
theorem metric_form (z : p ⊕ h → ℂ) :
    star z ⬝ᵥ (metric p h *ᵥ z) = (signedNorm z : ℂ) := by
  rw [metric, fromBlocks_mulVec]
  simp [dotProduct, Fintype.sum_sum_type, signedNorm, Complex.normSq_eq_conj_mul_self,
    neg_mulVec, sub_eq_add_neg]
```

Now take an eigenvector \(z\neq0\) with root \(w\). Multiplying \(WM(\mu)z=(w-2\mu)z\) by \(W\) gives \(M(\mu)z=(w-2\mu)Wz\), and therefore

\[
0<z^*M(\mu)z=(w-2\mu)\,s(z).
\]

The right-hand side must be real and positive. Its imaginary part is \(\operatorname{Im}(w)\,s(z)=0\), and \(s(z)\) cannot vanish because the product is positive, so \(w\) is real. What remains is \((w-2\mu)s(z)>0\): the shifted root has the strict sign of \(z^*Wz\).

```lean
/-- If `M(μ)` is positive definite, every root `w` of `W M(0)` is real, and `w - 2μ` has the
strict sign of `z* W z` for its eigenvector `z`. -/
theorem root_sign {A : Matrix p p ℂ} {B : Matrix p h ℂ} {C : Matrix h h ℂ} {μ : ℝ}
    (hM : (ppMatrix A B C μ).PosDef) {w : ℂ} {z : p ⊕ h → ℂ} (hz : z ≠ 0)
    (he : (metric p h * ppMatrix A B C 0) *ᵥ z = w • z) :
    w.im = 0 ∧ 0 < (w.re - 2 * μ) * signedNorm z := by
  have h1 := (eigenvector_shift A B C μ w z).2 he
  -- multiply the eigenvalue equation by `W` once more
  have h2 : ppMatrix A B C μ *ᵥ z = (w - 2 * μ) • (metric p h *ᵥ z) := by
    rw [← mulVec_smul, ← h1, mulVec_mulVec, ← Matrix.mul_assoc, metric_sq, Matrix.one_mul]
  have h3 := hM.dotProduct_mulVec_pos hz
  rw [h2, dotProduct_smul, metric_form, smul_eq_mul, Complex.lt_def] at h3
  obtain ⟨hr, hi⟩ := h3
  have hr' : 0 < (w.re - 2 * μ) * signedNorm z := by simpa using hr
  have hi' : w.im * signedNorm z = 0 := by simpa using hi.symm
  exact ⟨(mul_eq_zero.1 hi').resolve_right (fun hs => by simp [hs] at hr'), hr'⟩
```

In the proof, `h2` is the equation after the second multiplication by \(W\), and `h3` is the positivity. The order on complex numbers used here makes \(0<x\) mean that \(x\) is real and positive, so `Complex.lt_def` splits `h3` into the two parts above.

**Q:** I see no assumption that \(A\) and \(C\) are Hermitian.

**A:** `PosDef` includes Hermiticity of the whole matrix, and with it that of \(A\) and \(C\). The shift and the energy identity never need it.

**Q:** So now the modes and the energy together.

**A:** One lemma first reads off a column \(z_j\) of \(Z\): column \(j\) of the matrix equation is \(WMz_j=w_jz_j\), and the diagonal entry of \(Z^\dagger WZ=W\) is \(s(z_j)=W_{jj}\).

```lean
/-- Each column of a mode matrix solves the eigenvalue equation, and its signed norm is the
corresponding diagonal entry of the metric. -/
theorem IsModes.column {M Z : Matrix (p ⊕ h) (p ⊕ h) ℂ} {w : p ⊕ h → ℂ}
    (hZ : IsModes M w Z) (j : p ⊕ h) :
    (metric p h * M) *ᵥ (fun k => Z k j) = w j • (fun k => Z k j) ∧
      (signedNorm (fun k => Z k j) : ℂ) = metric p h j j := by
  constructor
  · funext i
    have h1 := congrFun (congrFun hZ.eigen i) j
    rw [mul_diagonal, mul_comm] at h1
    exact h1
  · have h1 := congrFun (congrFun hZ.normalized j) j
    rw [Matrix.mul_assoc] at h1
    rw [← metric_form]
    exact h1
```

For the energy, let \(n=\dim A\), the number of particle pairs. Then

\[
\sum_{i\in p}(w_i-2\mu)-\operatorname{Tr}(A-2\mu)
=\sum_{i\in p}w_i-2\mu n-\operatorname{Tr}A+2\mu n
=E_c .
\]

The cancellation works because the number of addition roots equals the dimension of \(A\), which the labelling by `p` guarantees.

The main theorem has three parts. The same \(Z\) is a mode matrix for \(M(\mu)\) with roots \(w_j-2\mu\). The energy computed from the shifted roots and \(A-2\mu\) equals the original one. If \(M(\mu)\) is positive definite, all roots are real, with \(w_i>2\mu\) for addition and \(w_a<2\mu\) for removal.

```lean
/-- The modes of `M(0)` are modes of `M(μ)` with all roots lowered by `2μ`, and the correlation
energy is the same. If `M(μ)` is positive definite, all roots are real, the addition roots
lie above `2μ` and the removal roots below. -/
theorem chemical_potential_shift {A : Matrix p p ℂ} {B : Matrix p h ℂ} {C : Matrix h h ℂ}
    {w : p ⊕ h → ℂ} {Z : Matrix (p ⊕ h) (p ⊕ h) ℂ}
    (hZ : IsModes (ppMatrix A B C 0) w Z) (μ : ℝ) :
    IsModes (ppMatrix A B C μ) (fun j => w j - 2 * μ) Z ∧
    ppEnergy (A - (2 * (μ : ℂ)) • 1) (fun i => w (Sum.inl i) - 2 * μ)
      = ppEnergy A (fun i => w (Sum.inl i)) ∧
    ((ppMatrix A B C μ).PosDef →
      (∀ j, (w j).im = 0) ∧ (∀ i, 2 * μ < (w (Sum.inl i)).re) ∧
        ∀ a, (w (Sum.inr a)).re < 2 * μ) := by
  refine ⟨⟨?_, hZ.normalized⟩, ?_, fun hM => ?_⟩
  · rw [metric_mul_ppMatrix, Matrix.sub_mul, Matrix.smul_mul, Matrix.one_mul, hZ.eigen]
    ext i j
    simp only [Matrix.sub_apply, Matrix.smul_apply, mul_diagonal, smul_eq_mul]
    ring
  · -- both the sum of the roots and the trace drop by `2μ dim A`
    simp only [ppEnergy, Finset.sum_sub_distrib, trace_sub, trace_smul, trace_one,
      Finset.sum_const, Finset.card_univ, nsmul_eq_mul, smul_eq_mul]
    ring
  · have nz : ∀ j, (fun k => Z k j) ≠ 0 := by
      intro j h0
      have h1 := (hZ.column j).2
      rw [h0] at h1
      rcases j with i | i <;> simp [metric, signedNorm] at h1
    have key := fun j => root_sign hM (nz j) (hZ.column j).1
    refine ⟨fun j => (key j).1, fun i => ?_, fun a => ?_⟩
    · have hs : signedNorm (fun k => Z k (Sum.inl i)) = 1 := by
        have h1 := (hZ.column (Sum.inl i)).2
        simp only [metric, fromBlocks_apply₁₁, Matrix.one_apply_eq] at h1
        exact_mod_cast h1
      have h2 := (key (Sum.inl i)).2
      rw [hs] at h2
      linarith
    · have hs : signedNorm (fun k => Z k (Sum.inr a)) = -1 := by
        have h1 := (hZ.column (Sum.inr a)).2
        simp only [metric, fromBlocks_apply₂₂, Matrix.neg_apply, Matrix.one_apply_eq] at h1
        exact_mod_cast h1
      have h2 := (key (Sum.inr a)).2
      rw [hs] at h2
      linarith
```

The proof treats them in that order. For the third, `nz` shows that no column is zero, since its signed norm is \(\pm1\). Then `key` applies the sign rule to every column. Inserting \(s=1\) gives \(w_i-2\mu>0\), and inserting \(s=-1\) gives \(-(w_a-2\mu)>0\).

**Q:** Some programs compute the energy from the removal roots. Is that the same number?

**A:** Yes, by a trace. Put \(Y=WZ^\dagger W\). Then \(YZ=W(Z^\dagger WZ)=W^2=1\), and for square matrices \(ZY=1\) follows. Hence

\[
\operatorname{Tr}(WM(0))=\operatorname{Tr}(WM(0)ZY)=\operatorname{Tr}(YZ\,\mathrm{diag}(w))=\sum_{i\in p}w_i+\sum_{a\in h}w_a .
\]

Directly from the blocks, \(\operatorname{Tr}(WM(0))=\operatorname{Tr}A-\operatorname{Tr}C\). Equating the two and rearranging,

\[
\sum_{i\in p}w_i-\operatorname{Tr}A=-\sum_{a\in h}w_a-\operatorname{Tr}C .
\]

```lean
/-- The correlation energy from the addition roots equals minus the sum of the removal roots
minus the trace of `C`. -/
theorem ppEnergy_eq_hole_form {A : Matrix p p ℂ} {B : Matrix p h ℂ} {C : Matrix h h ℂ}
    {w : p ⊕ h → ℂ} {Z : Matrix (p ⊕ h) (p ⊕ h) ℂ}
    (hZ : IsModes (ppMatrix A B C 0) w Z) :
    ppEnergy A (fun i => w (Sum.inl i)) = -∑ a, w (Sum.inr a) - trace C := by
  -- the normalisation provides an inverse of `Z`
  obtain ⟨Y, hl⟩ : ∃ Y, Y * Z = 1 := ⟨metric p h * Zᴴ * metric p h, by
    rw [Matrix.mul_assoc, Matrix.mul_assoc, ← Matrix.mul_assoc Zᴴ, hZ.normalized, metric_sq]⟩
  have hr : Z * Y = 1 := mul_eq_one_comm.1 hl
  have ht : trace (metric p h * ppMatrix A B C 0) = ∑ j, w j := by
    calc trace (metric p h * ppMatrix A B C 0)
        = trace (metric p h * ppMatrix A B C 0 * Z * Y) := by
          rw [Matrix.mul_assoc (metric p h * ppMatrix A B C 0), hr, Matrix.mul_one]
      _ = trace (Y * (Z * diagonal w)) := by rw [hZ.eigen, trace_mul_comm]
      _ = ∑ j, w j := by rw [← Matrix.mul_assoc, hl, Matrix.one_mul, trace_diagonal]
  simp [metric, ppMatrix, fromBlocks_multiply, Matrix.trace, Fintype.sum_sum_type] at ht
  simp only [ppEnergy, Matrix.trace, Matrix.diag_apply]
  linear_combination -ht
```

The `calc` block is the first chain of equalities, `simp` evaluates the trace from the blocks, and `linear_combination` does the rearrangement.

**Q:** Could all these hypotheses be so strong that nothing satisfies them?

**A:** Here is a case with one pair of each kind: \(A=7\), \(B=-15\), \(C=27\). The normalised modes are \((5/4,3/4)\) with root \(-2\) and \((3/4,5/4)\) with root \(-18\); the norms are \(\pm(25-9)/16=\pm1\). At \(\mu=-5\) the matrix has 17 twice on its diagonal and \(-15\) off it, and for a vector \((x,y)\) its quadratic form is

\[
2(|x|^2+|y|^2)+15|x-y|^2 ,
\]

which is positive unless \(x=y=0\). The value \(2\mu=-10\) lies between the two roots, as it should.

```lean
/-- One particle pair and one hole pair with `A = 7`, `B = -15`, `C = 27` have normalised modes
with roots `-2` and `-18`, and `M(μ)` is positive definite at `μ = -5`. -/
theorem modes_witness :
    IsModes (ppMatrix (!![7] : Matrix (Fin 1) (Fin 1) ℂ) !![-15] !![27] 0)
      (Sum.elim (fun _ => -2) (fun _ => -18))
      (fromBlocks !![5 / 4] !![3 / 4] !![3 / 4] !![5 / 4]) ∧
    (ppMatrix (!![7] : Matrix (Fin 1) (Fin 1) ℂ) !![-15] !![27] (-5)).PosDef := by
  refine ⟨⟨?_, ?_⟩, posDef_iff_dotProduct_mulVec.2 ⟨?_, fun x hx => ?_⟩⟩
  · ext (i | i) (j | j) <;> fin_cases i <;> fin_cases j <;>
      simp [metric, ppMatrix, Matrix.mul_apply, Fintype.sum_sum_type] <;> norm_num
  · have c3 : (starRingEnd ℂ) 3 = 3 := Complex.conj_eq_iff_im.2 (by simp)
    have c4 : (starRingEnd ℂ) 4 = 4 := Complex.conj_eq_iff_im.2 (by simp)
    have c5 : (starRingEnd ℂ) 5 = 5 := Complex.conj_eq_iff_im.2 (by simp)
    ext (i | i) (j | j) <;> fin_cases i <;> fin_cases j <;>
      simp [metric, Matrix.mul_apply, Fintype.sum_sum_type, c3, c4, c5] <;> norm_num
  · unfold Matrix.IsHermitian
    ext (i | i) (j | j) <;> fin_cases i <;> fin_cases j <;> simp [ppMatrix]
  · -- the quadratic form is a sum of squares
    have key : star x ⬝ᵥ (ppMatrix (!![7] : Matrix (Fin 1) (Fin 1) ℂ) !![-15] !![27] (-5) *ᵥ x)
        = ((2 * (Complex.normSq (x (Sum.inl 0)) + Complex.normSq (x (Sum.inr 0)))
          + 15 * Complex.normSq (x (Sum.inl 0) - x (Sum.inr 0)) : ℝ) : ℂ) := by
      apply Complex.ext <;>
        simp [ppMatrix, dotProduct, mulVec, Fintype.sum_sum_type, Complex.normSq_apply] <;> ring
    rw [key, Complex.zero_lt_real]
    have h1 := Complex.normSq_nonneg (x (Sum.inl 0))
    have h2 := Complex.normSq_nonneg (x (Sum.inr 0))
    have h3 := Complex.normSq_nonneg (x (Sum.inl 0) - x (Sum.inr 0))
    by_contra hn
    apply hx
    funext i
    rcases i with i | i
    · rw [Subsingleton.elim i 0]
      exact Complex.normSq_eq_zero.1 (by linarith)
    · rw [Subsingleton.elim i 0]
      exact Complex.normSq_eq_zero.1 (by linarith)

end

end ParticleParticleRPA
```

```lean
#print axioms ParticleParticleRPA.chemical_potential_shift
#print axioms ParticleParticleRPA.ppEnergy_eq_hole_form
```

```
'ParticleParticleRPA.chemical_potential_shift' depends on axioms: [propext, Classical.choice, Quot.sound]
'ParticleParticleRPA.ppEnergy_eq_hole_form' depends on axioms: [propext, Classical.choice, Quot.sound]
```

The example also shows what selection by position would do. At \(\mu=0\) both roots lie below \(2\mu\), so that rule would find no addition root at all, although \(\dim A=1\). Selection by norm still picks \(-2\), and the energy is \(-2-7=-9\). The removal form gives \(18-27=-9\) as well.

**Q:** Where would I meet this in a real calculation?

**A:** In the choice of eigensolver. If \(\mu\) can be placed so that \(M(\mu)\) is positive definite, a Cholesky factorisation \(M(\mu)=LL^\dagger\) turns the problem into the Hermitian one

\[
L^\dagger WL\,y=(w-2\mu)\,y,\qquad y=L^\dagger z .
\]

A standard Hermitian solver applies, and adding \(2\mu\) to its eigenvalues restores the original roots. The positive eigenvalues belong to the addition modes. For a finite set of pairs with given blocks, the value of \(\mu\) used for this purpose has no effect on the pp-RPA correlation energy, so a result that drifts with \(\mu\) points to a mistake in the code, such as shifting the roots but not the trace.
